# The extreme points of the set of n × n density matrices are exactly the matrices u u† with u a unit vector

**A:** Density matrices are here the positive semidefinite matrices of trace one. A complex $n\times n$ matrix is an extreme point of the set of density matrices if and only if it equals $uu^\dagger$ for some vector $u$ with $u^\dagger u=1$. The vector is then fixed up to a phase.

**Q:** What physical question does that answer?

**A:** Suppose a source tosses a coin and prepares state $x$ with probability $a$ or state $y$ with probability $b=1-a$. Its output is described by $ax+by$. Which states can't be produced by mixing two different ones? Those are the extreme points, and the claim is that they are the states described by a single vector.

**Q:** Derive it without Lean first. Why must an unmixable state come from a vector?

**A:** Diagonalise the density matrix: $\rho=\sum_i p_i\,e_ie_i^\dagger$ with orthonormal $e_i$. Positivity gives $p_i\ge 0$, and the trace gives $\sum_i p_i=1$. If some $p_k$ lies strictly between 0 and 1, write

$$\rho=p_k\,e_ke_k^\dagger+(1-p_k)\,\sigma,\qquad \sigma=\sum_{i\ne k}\frac{p_i}{1-p_k}\,e_ie_i^\dagger .$$

Here $\sigma$ is again a density matrix, so extremality forces $\rho=e_ke_k^\dagger$. But then $p_k=e_k^\dagger\rho e_k=1$, a contradiction. So no $p_k$ lies strictly between 0 and 1, which means that exactly one of them is 1 and the rest vanish, and $\rho=e_ke_k^\dagger$ for that $k$.

**Q:** And why can't $uu^\dagger$ be mixed from something else?

**A:** First, it is a state: $w^\dagger uu^\dagger w=|u^\dagger w|^2\ge0$ for every $w$, and its trace is $u^\dagger u=1$. Now suppose $uu^\dagger=ax+by$ with density matrices $x,y$ and $a,b>0$, $a+b=1$. Take any $w$ with $u^\dagger w=0$. Then

$$0=w^\dagger uu^\dagger w=a\,w^\dagger xw+b\,w^\dagger yw .$$

Both terms are nonnegative, so $w^\dagger xw=0$. Writing $x=B^\dagger B$ turns this into $\|Bw\|^2=0$, hence $Bw=0$ and $xw=0$.

Any vector $v$ splits as $(u^\dagger v)u+w$ with $u^\dagger w=0$, so $xv=(u^\dagger v)\,xu$, which says $x=x\,uu^\dagger$. The adjoint of this equation is $x=uu^\dagger x$. Together they give

$$x=uu^\dagger x\,uu^\dagger=(u^\dagger xu)\,uu^\dagger .$$

The trace gives $u^\dagger xu=1$, so $x=uu^\dagger$. The same argument applies to $y$.

**Q:** I accept that. My doubt is whether the Lean statement says the same thing. What is a state there?

**A:** A matrix with rows and columns labelled by a finite type `n`. Note the letter: `n` is the set of labels, for instance the orthonormal spin orbitals in which the state of a single electron is expanded, and the dimension is the number of labels. The one-particle density matrix of $N>1$ electrons, normalised to trace $N$, is a different object and isn't meant here.

```lean
import Mathlib

open Matrix
open scoped ComplexOrder

namespace PureStatesExtreme

variable {n : Type*} [Fintype n] [DecidableEq n]
```

`PosSemidef` means Hermitian with nonnegative expectation values, so that no outcome has negative probability. Trace one says that the probabilities add up to one.

```lean
/-- The state space: positive semidefinite complex matrices of trace one. -/
def stateSpace (n : Type*) [Fintype n] : Set (Matrix n n ℂ) :=
  {ρ | ρ.PosSemidef ∧ ρ.trace = 1}
```

**Q:** And the pure state?

**A:** It is the matrix with entries $u_i\overline{u_j}$.

```lean
/-- The matrix `u u†` built from an arbitrary vector `u`, normalised or not. -/
def pureState (u : n → ℂ) : Matrix n n ℂ := vecMulVec u (star u)
```

The name promises slightly more than the definition delivers, since `pureState u` is defined for every `u` and is a density matrix only when `u` is normalised. For an unnormalised nonzero vector the physical state would be $uu^\dagger/(u^\dagger u)$. The theorems therefore carry the condition `star u ⬝ᵥ u = 1`, where `star u ⬝ᵥ v` is $\sum_i\overline{u_i}v_i$, the physicist's $\langle u|v\rangle$. It is written out because Lean's default norm on plain functions `n → ℂ` is the largest entry in modulus, not the Hilbert-space norm.

**Q:** The main theorem speaks of `(stateSpace n).extremePoints ℝ`. Why real numbers, when the matrices are complex?

**A:** The `ℝ` refers to the mixing weights, which are probabilities. A matrix belongs to this set if it is a density matrix and, whenever it equals $ax+by$ with $x,y$ density matrices, $a,b>0$ and $a+b=1$, both $x$ and $y$ equal it. That is the coin-toss criterion from the beginning.

**Q:** Is $\rho$ assumed to be a density matrix from the start?

**A:** No, `ρ` is an arbitrary complex matrix. On the left of the equivalence, being a state is part of being an extreme point; on the right, it follows from the normalisation of `u`.

**Q:** What happens in the smallest case?

**A:** With one label, the only density matrix is the number 1. It is extreme because there is nothing else to mix, and it equals $u\bar u$ for every phase $u$. The theorem even admits an empty label set: the trace is then 0, there are no states and no unit vectors, and both sides are false.

**Q:** Now the proof. Where does it start?

**A:** With the action of the matrix $uu^\dagger$ on a vector, $(uu^\dagger)v=(u^\dagger v)\,u$, which is used throughout.

```lean
omit [DecidableEq n] in
/-- The matrix `u u†` sends a vector `v` to `u` times the overlap `u† v`. -/
theorem pureState_mulVec (u v : n → ℂ) :
    pureState u *ᵥ v = (star u ⬝ᵥ v) • u := by
  ext i
  simp only [pureState, Matrix.mulVec, dotProduct, Matrix.vecMulVec_apply,
    Pi.smul_apply, smul_eq_mul, Finset.sum_mul]
  exact Finset.sum_congr rfl fun j _ => by ring
```

Next come the two facts that make the set a sensible state space: it contains $uu^\dagger$ for each unit vector, and it is closed under mixing.

```lean
omit [DecidableEq n] in
/-- For a unit vector `u`, the matrix `u u†` is a density matrix. -/
theorem pureState_mem {u : n → ℂ} (hu : star u ⬝ᵥ u = 1) :
    pureState u ∈ stateSpace n := by
  refine ⟨Matrix.posSemidef_vecMulVec_self_star u, ?_⟩
  rw [pureState, Matrix.trace_vecMulVec, dotProduct_comm, hu]

omit [DecidableEq n] in
/-- Mixing two density matrices with probabilities gives a density matrix. -/
theorem convex_stateSpace : Convex ℝ (stateSpace n) := by
  intro x hx y hy a b ha hb hab
  refine ⟨(hx.1.smul ha).add (hy.1.smul hb), ?_⟩
  rw [Matrix.trace_add, Matrix.trace_smul, Matrix.trace_smul, hx.2, hy.2,
    ← add_smul, hab, one_smul]
```

**Q:** Where is the diagonalisation?

**A:** In `exists_ensemble`. The weights `p` are the eigenvalues and the vectors `e i` the eigenvectors. `hunit` records their normalisation, `hexp` the completeness relation $\sum_i(e_i^\dagger v)e_i=v$, and `heig` the eigenvalue equation. `hdec` then shows that $\rho$ and $\sum_i p_i\,e_ie_i^\dagger$ agree on every vector. Taking the trace at the end gives $\sum_i p_i=1$.

```lean
/-- Every density matrix is a mixture, with probabilities `p i`, of pure states given by
unit vectors `e i`. -/
theorem exists_ensemble {ρ : Matrix n n ℂ} (hρ : ρ ∈ stateSpace n) :
    ∃ (p : n → ℝ) (e : n → n → ℂ), (∀ i, 0 ≤ p i) ∧ ∑ i, p i = 1 ∧
      (∀ i, star (e i) ⬝ᵥ e i = 1) ∧ ρ = ∑ i, p i • pureState (e i) := by
  have hA : ρ.IsHermitian := hρ.1.isHermitian
  let b := hA.eigenvectorBasis
  let e : n → n → ℂ := fun i => (b i).ofLp
  let p : n → ℝ := hA.eigenvalues
  have hunit : ∀ i, star (e i) ⬝ᵥ e i = 1 := by
    intro i
    have h : inner ℂ (b i) (b i) = (1 : ℂ) := by
      rw [inner_self_eq_norm_sq_to_K, b.orthonormal.1 i]
      simp
    rw [EuclideanSpace.inner_eq_star_dotProduct, dotProduct_comm] at h
    exact h
  -- the eigenvectors are complete
  have hexp : ∀ v : n → ℂ, ∑ i, (star (e i) ⬝ᵥ v) • e i = v := by
    intro v
    have h := congrArg WithLp.ofLp (b.sum_repr' (WithLp.toLp 2 v))
    simp only [WithLp.ofLp_sum, WithLp.ofLp_smul,
      EuclideanSpace.inner_eq_star_dotProduct] at h
    refine Eq.trans (Finset.sum_congr rfl fun i _ => ?_) h
    rw [dotProduct_comm]
  have heig : ∀ i, ρ *ᵥ e i = p i • e i := fun i => hA.mulVec_eigenvectorBasis i
  -- both sides act alike on every vector
  have hdec : ρ = ∑ i, p i • pureState (e i) := by
    apply Matrix.toLin'.injective
    refine LinearMap.ext fun v => ?_
    rw [Matrix.toLin'_apply, Matrix.toLin'_apply]
    have h1 : ρ *ᵥ (∑ i, (star (e i) ⬝ᵥ v) • e i)
        = ∑ i, ρ *ᵥ ((star (e i) ⬝ᵥ v) • e i) := map_sum ρ.mulVecLin _ _
    have h2 : (∑ i, p i • pureState (e i)) *ᵥ v
        = ∑ i, (p i • pureState (e i)) *ᵥ v :=
      map_sum (Matrix.mulVec.addMonoidHomLeft v) _ _
    rw [hexp v] at h1
    rw [h1, h2]
    refine Finset.sum_congr rfl fun i _ => ?_
    rw [Matrix.mulVec_smul, heig, Matrix.smul_mulVec, pureState_mulVec, smul_comm]
  refine ⟨p, e, fun i => hρ.1.eigenvalues_nonneg i, ?_, hunit, hdec⟩
  -- the trace turns the weights into probabilities
  have ht := congrArg Matrix.trace hdec
  rw [hρ.2, Matrix.trace_sum] at ht
  simp only [Matrix.trace_smul, (pureState_mem (hunit _)).2, Complex.real_smul,
    mul_one] at ht
  exact_mod_cast ht.symm
```

**Q:** I don't see the step of splitting off one eigenvector.

**A:** It is replaced by a general fact about convex sets. The ensemble shows that every state lies in the convex hull of the pure states, and convexity gives the reverse inclusion.

```lean
/-- The state space is the convex hull of the pure states. -/
theorem stateSpace_eq_convexHull :
    stateSpace n =
      convexHull ℝ {ρ | ∃ u : n → ℂ, star u ⬝ᵥ u = 1 ∧ ρ = pureState u} := by
  apply Set.Subset.antisymm
  · intro ρ hρ
    obtain ⟨p, e, hp, hsum, he, rfl⟩ := exists_ensemble hρ
    exact (convex_convexHull ℝ _).sum_mem (fun i _ => hp i) hsum
      (fun i _ => subset_convexHull ℝ _ ⟨e i, he i, rfl⟩)
  · refine convexHull_min ?_ convex_stateSpace
    rintro ρ ⟨u, hu, rfl⟩
    exact pureState_mem hu
```

Mathlib knows that the extreme points of a convex hull already lie in the set that generates it. Splitting off one eigenvector is the elementary version of that fact for our case.

**Q:** And the converse?

**A:** Its algebraic half is a separate lemma: a density matrix that annihilates everything orthogonal to $u$ is $uu^\dagger$. `hR` is $x=x\,uu^\dagger$, obtained by applying the hypothesis to $v-(u^\dagger v)u$. `hL` is its adjoint, `hc` is $x=(u^\dagger xu)\,uu^\dagger$, and the trace fixes the factor.

```lean
/-- A density matrix that annihilates every vector orthogonal to the unit vector `u`
is `u u†`. -/
theorem eq_pureState_of_annihilates {x : Matrix n n ℂ} (hx : x ∈ stateSpace n)
    {u : n → ℂ} (hu : star u ⬝ᵥ u = 1)
    (h : ∀ w, star u ⬝ᵥ w = 0 → x *ᵥ w = 0) : x = pureState u := by
  -- removing the component orthogonal to `u` does not change the action of `x`
  have hR : x = x * pureState u := by
    apply Matrix.toLin'.injective
    refine LinearMap.ext fun v => ?_
    rw [Matrix.toLin'_apply, Matrix.toLin'_apply, ← Matrix.mulVec_mulVec,
      pureState_mulVec]
    have hw := h (v - (star u ⬝ᵥ v) • u) (by
      rw [dotProduct_sub, dotProduct_smul, hu, smul_eq_mul, mul_one, sub_self])
    rw [Matrix.mulVec_sub] at hw
    exact sub_eq_zero.1 hw
  have hL : x = pureState u * x := by
    have h1 := congrArg Matrix.conjTranspose hR
    rw [Matrix.conjTranspose_mul, hx.1.isHermitian.eq,
      (pureState_mem hu).1.isHermitian.eq] at h1
    exact h1
  -- hence `x` is a multiple of `u u†`, and the trace fixes the factor
  have hc : x = (star u ⬝ᵥ x *ᵥ u) • pureState u := by
    apply Matrix.toLin'.injective
    refine LinearMap.ext fun v => ?_
    rw [Matrix.toLin'_apply, Matrix.toLin'_apply, Matrix.smul_mulVec]
    calc x *ᵥ v = x *ᵥ (pureState u *ᵥ v) := by rw [Matrix.mulVec_mulVec, ← hR]
      _ = (star u ⬝ᵥ v) • (x *ᵥ u) := by rw [pureState_mulVec, Matrix.mulVec_smul]
      _ = (star u ⬝ᵥ v) • (pureState u *ᵥ (x *ᵥ u)) := by
          rw [Matrix.mulVec_mulVec, ← hL]
      _ = (star u ⬝ᵥ x *ᵥ u) • (pureState u *ᵥ v) := by
          rw [pureState_mulVec, pureState_mulVec, smul_comm]
  have ht := congrArg Matrix.trace hc
  rw [hx.2, Matrix.trace_smul, (pureState_mem hu).2, smul_eq_mul, mul_one] at ht
  rw [← ht, one_smul] at hc
  exact hc
```

The main theorem joins the two directions. The first applies the convex-hull fact. The second starts from a mixture `hxy` and takes its expectation value in $w$, which gives `h0`, a sum of two nonnegative terms equal to zero. So the first term vanishes, and since $a\neq0$, $w^\dagger xw=0$. For a positive semidefinite matrix this implies $xw=0$, and the lemma finishes the argument. Only $x$ is treated, because `mem_extremePoints_iff_left` uses the symmetry between the two components.

```lean
/-- A matrix is an extreme point of the state space if and only if it is `u u†` for
some unit vector `u`. -/
theorem mem_extremePoints_iff_pure (ρ : Matrix n n ℂ) :
    ρ ∈ (stateSpace n).extremePoints ℝ ↔
      ∃ u : n → ℂ, star u ⬝ᵥ u = 1 ∧ ρ = pureState u := by
  constructor
  · intro h
    rw [stateSpace_eq_convexHull] at h
    have h' : ρ ∈ {σ : Matrix n n ℂ | ∃ u : n → ℂ, star u ⬝ᵥ u = 1 ∧ σ = pureState u} :=
      extremePoints_convexHull_subset (𝕜 := ℝ) h
    exact h'
  · rintro ⟨u, hu, rfl⟩
    rw [mem_extremePoints_iff_left]
    refine ⟨pureState_mem hu, ?_⟩
    rintro x hx y hy ⟨a, b, ha, hb, -, hxy⟩
    refine eq_pureState_of_annihilates hx hu fun w hw => ?_
    -- two nonnegative expectation values with vanishing weighted sum
    have h0 := congrArg (fun M : Matrix n n ℂ => star w ⬝ᵥ M *ᵥ w) hxy
    simp only [Matrix.add_mulVec, Matrix.smul_mulVec, dotProduct_add, dotProduct_smul,
      pureState_mulVec, hw, zero_smul, dotProduct_zero] at h0
    have h1 := ((add_eq_zero_iff_of_nonneg
      (smul_nonneg ha.le (hx.1.dotProduct_mulVec_nonneg w))
      (smul_nonneg hb.le (hy.1.dotProduct_mulVec_nonneg w))).1 h0).1
    exact (hx.1.dotProduct_mulVec_zero_iff w).1 ((smul_eq_zero.1 h1).resolve_left ha.ne')
```

**Q:** You also said that the vector is fixed up to a phase. Is that proved, or just folklore added on top?

**A:** It is proved. Suppose $uu^\dagger=vv^\dagger$ with $u$ normalised. The trace gives $v^\dagger v=1$. Applying both sides to $v$ gives $(u^\dagger v)\,u=v$, so $v=cu$ with $c=u^\dagger v$, and then $1=v^\dagger v=|c|^2$. Conversely, $(cu)(cu)^\dagger=|c|^2uu^\dagger=uu^\dagger$ when $|c|=1$. The Lean proof takes the same steps: `hv` is the normalisation of $v$, which is not assumed, and `hvu` is the equation $v=(u^\dagger v)\,u$.

```lean
omit [DecidableEq n] in
/-- Gauge freedom: for a unit vector `u`, a vector `v` gives the same matrix
`v v† = u u†` if and only if `v` is `u` times a phase. -/
theorem pureState_eq_iff_phase {u : n → ℂ} (hu : star u ⬝ᵥ u = 1) (v : n → ℂ) :
    pureState u = pureState v ↔ ∃ c : ℂ, ‖c‖ = 1 ∧ v = c • u := by
  constructor
  · intro h
    have hv : star v ⬝ᵥ v = 1 := by
      have ht := (pureState_mem hu).2
      rw [h, pureState, Matrix.trace_vecMulVec, dotProduct_comm] at ht
      exact ht
    have hvu : v = (star u ⬝ᵥ v) • u := by
      rw [← pureState_mulVec, h, pureState_mulVec, hv, one_smul]
    refine ⟨star u ⬝ᵥ v, ?_, hvu⟩
    -- normalisation of `v` forces the overlap to be a phase
    generalize star u ⬝ᵥ v = c at hvu
    rw [hvu, star_smul, smul_dotProduct, dotProduct_smul, hu, smul_eq_mul,
      smul_eq_mul, mul_one, Complex.star_def, Complex.conj_mul'] at hv
    have h2 : ‖c‖ ^ 2 = 1 := by exact_mod_cast hv
    nlinarith [norm_nonneg c]
  · rintro ⟨c, hc, rfl⟩
    have hcc : star c * c = 1 := by
      rw [Complex.star_def, Complex.conj_mul', hc]
      simp
    ext i j
    simp only [pureState, Matrix.vecMulVec_apply, Pi.star_apply, Pi.smul_apply,
      smul_eq_mul, star_mul']
    linear_combination (-(u i * star (u j))) * hcc

end PureStatesExtreme
```

```lean
#print axioms PureStatesExtreme.mem_extremePoints_iff_pure
-- 'PureStatesExtreme.mem_extremePoints_iff_pure' depends on axioms: [propext, Classical.choice, Quot.sound]
#print axioms PureStatesExtreme.pureState_eq_iff_phase
-- 'PureStatesExtreme.pureState_eq_iff_phase' depends on axioms: [propext, Classical.choice, Quot.sound]
```

**Q:** Does this say anything about Berry phases?

**A:** It supplies the freedom they start from, for one vector in a finite basis: a normalised Bloch eigenvector at a single crystal momentum can be multiplied by any phase without changing its projector. How that phase is chosen from one momentum to the next, which matters for Wannier functions, involves a family of vectors, and no such family appears here.

**Q:** Could purity have been defined without a vector at all?

**A:** Yes, by requiring that $\rho$ be a density matrix with $\rho^2=\rho$. The eigenvalues are then 0 or 1 and sum to 1, so exactly one of them is 1 and the same states result; that short argument is mine and not part of the Lean code. The criterion could be tested on a given matrix without looking for $u$. But the vector would disappear from the statement, and with it the phase, so the gauge freedom would need a separate link back to vectors.

**Q:** Then what separates the theorem from a real electron?

**A:** The step from its infinite-dimensional Hilbert space to finitely many basis functions. The theorem describes the states of the truncated problem, written in any orthonormal basis, and says nothing about how well that basis represents the electron. In a non-orthogonal basis the overlap matrix would enter the normalisation and the trace condition.
